# Fermionic creation strings on a finite Fock space: adjointness and the permutation sign

Q: Take two orbitals, 0 and 1. Write $|S\rangle$ for the state with exactly the orbitals in the set $S$ occupied, $|\emptyset\rangle$ for the vacuum and $c_p$ for the operator creating a particle in orbital $p$ (many texts write $c_p^\dagger$ for this operator and $c_p$ for its adjoint). I expect $c_1c_0|\emptyset\rangle=-c_0c_1|\emptyset\rangle$. A set has no order, so where can a sign come from?

A: From the order of the orbitals. Let $c_p$ give zero if $p$ is already in $S$, and otherwise add $p$ to $S$ with the phase $s(p,S)=(-1)^{m}$, where $m$ counts the orbitals of $S$ below $p$. Then $c_1|\emptyset\rangle=|\{1\}\rangle$, and nothing lies below 0, so $c_0c_1|\emptyset\rangle=+|\{0,1\}\rangle$. In the other order $c_0|\emptyset\rangle=|\{0\}\rangle$, and $c_1$ finds one occupied orbital below it, so $c_1c_0|\emptyset\rangle=-|\{0,1\}\rangle$. The general result repeats this count for $n$ orbitals and $k$ creators.

```lean
import Mathlib

open Finset

namespace FermionStrings

noncomputable section

variable {n : ℕ}
```

Q: What is the state space in Lean?

A: The orbitals are `Fin n`, the numbers $0,\dots,n-1$ in their usual order. A state $\varphi$ is a complex amplitude $\varphi(T)$ for each subset $T$, so the space has dimension $2^n$ and contains all particle numbers. `ket S` is $|S\rangle$, with amplitude 1 on $S$ and 0 elsewhere, and `vac` is $|\emptyset\rangle$. `ip` is $\langle\varphi,\psi\rangle=\sum_T\overline{\varphi(T)}\,\psi(T)$, conjugate-linear in the first slot as in Dirac's convention; with it the orbitals are taken as orthonormal and each $|S\rangle$ has unit norm. `sgn p S` is $s(p,S)$.

```lean
/-- Fermionic Fock space of `n` ordered orbitals: an amplitude for each set of occupied orbitals. -/
abbrev Fock (n : ℕ) := Finset (Fin n) → ℂ

/-- The occupation basis vector with exactly the orbitals in `S` occupied. -/
def ket (S : Finset (Fin n)) : Fock n := fun T => if T = S then 1 else 0

/-- The vacuum: no orbital occupied. -/
def vac : Fock n := ket ∅

/-- The inner product on Fock space, conjugate-linear in the first slot. -/
def ip (φ ψ : Fock n) : ℂ := ∑ T, star (φ T) * ψ T

/-- The phase `(-1)^(number of orbitals of S below p)`. -/
def sgn (p : Fin n) (S : Finset (Fin n)) : ℂ := (-1) ^ (S.filter (· < p)).card
```

Q: The definition of `cre` contains `T.erase p`, and that of `ann` contains `insert p T`. It looks as if creator and annihilator had been swapped.

A: They are written on amplitudes, which reverses the direction. Expand $\varphi=\sum_S\varphi(S)|S\rangle$. The rule for $c_p$ gives
$$c_p\varphi=\sum_{S\not\ni p}s(p,S)\,\varphi(S)\,|S\cup\{p\}\rangle .$$
The amplitude on $T$ vanishes unless $p\in T$, and then only $S=T\setminus\{p\}$ contributes: $(c_p\varphi)(T)=s(p,T)\,\varphi(T\setminus\{p\})$. For the annihilator $a_p$, which removes an occupied $p$ with the same phase and gives zero if $p$ is empty, the amplitude on $T$ vanishes if $p\in T$ and is otherwise $s(p,T)\,\varphi(T\cup\{p\})$. Both steps use that $s(p,\cdot)$ does not see $p$ itself, since $p<p$ is false. The two operators have separate formulas, so their adjointness has to be proved.

```lean
/-- The creation operator `c_p`, written on amplitudes. -/
def cre (p : Fin n) : Module.End ℂ (Fock n) where
  toFun φ T := if p ∈ T then sgn p T * φ (T.erase p) else 0
  map_add' φ ψ := by
    funext T
    by_cases h : p ∈ T <;> simp [h, mul_add]
  map_smul' c φ := by
    funext T
    by_cases h : p ∈ T <;> simp [h, mul_left_comm]

/-- The annihilation operator `a_p`, written on amplitudes. -/
def ann (p : Fin n) : Module.End ℂ (Fock n) where
  toFun φ T := if p ∈ T then 0 else sgn p T * φ (insert p T)
  map_add' φ ψ := by
    funext T
    by_cases h : p ∈ T <;> simp [h, mul_add]
  map_smul' c φ := by
    funext T
    by_cases h : p ∈ T <;> simp [h, mul_left_comm]
```

Q: And products of operators?

A: For a list $[p_1,\dots,p_k]$, `creString` is $c_{p_1}\cdots c_{p_k}$, with the last entry acting first, and `annString` is the reversed product $a_{p_k}\cdots a_{p_1}$. For an assignment $g$ of orbitals $g(0),\dots,g(k-1)$ to the positions of a string, `invSign g` is
$$\epsilon(g)=\prod_{i<j}\begin{cases}+1 & g(i)<g(j)\\ -1 & \text{otherwise,}\end{cases}$$
where `Ioi i` is the set of positions $j>i$. For distinct orbitals this is $-1$ to the number of inversions.

```lean
/-- The product `c_{p₁} ⋯ c_{p_k}` for the list `[p₁, …, p_k]`. -/
def creString (l : List (Fin n)) : Module.End ℂ (Fock n) := (l.map cre).prod

/-- The reversed product `a_{p_k} ⋯ a_{p₁}` for the list `[p₁, …, p_k]`. -/
def annString (l : List (Fin n)) : Module.End ℂ (Fock n) := (l.map ann).reverse.prod

/-- The product over pairs `i < j` of `1` if `g i < g j` and `-1` otherwise. -/
def invSign {k : ℕ} (g : Fin k → Fin n) : ℂ :=
  ∏ i, ∏ j ∈ Ioi i, if g i < g j then 1 else -1
```

Q: I would still like to see the action on basis states confirmed.

A: Two facts about the phase come first. `sgn_erase` says $s(p,S\setminus\{p\})=s(p,S)$, because the two sets of orbitals below $p$ coincide. `sgn_eq_prod` rewrites $s(p,S)$ as a product over $q\in S$ of $-1$ for $q<p$ and $+1$ otherwise.

```lean
/-- The phase of orbital `p` is unchanged by emptying `p` itself. -/
theorem sgn_erase (p : Fin n) (S : Finset (Fin n)) : sgn p (S.erase p) = sgn p S := by
  have h : (S.erase p).filter (· < p) = S.filter (· < p) := by
    ext q
    simp only [mem_filter, mem_erase]
    exact ⟨fun h => ⟨h.1.2, h.2⟩, fun h => ⟨⟨h.2.ne, h.1⟩, h.2⟩⟩
  unfold sgn
  rw [h]

/-- The phase collects a factor `-1` from each occupied orbital below `p`. -/
theorem sgn_eq_prod (p : Fin n) (S : Finset (Fin n)) :
    sgn p S = ∏ q ∈ S, if q < p then (-1 : ℂ) else 1 := by
  simp [sgn, Finset.prod_ite]
```

Then `cre_ket` gives $c_p|S\rangle=0$ for $p\in S$ and $s(p,S)|S\cup\{p\}\rangle$ otherwise, and `ann_ket` gives $a_p|S\rangle=s(p,S)|S\setminus\{p\}\rangle$ for $p\in S$ and 0 otherwise. Both proofs compare amplitudes on an arbitrary $T$. For $p\notin S$, the creator case splits on whether $T=S\cup\{p\}$; if not, and $p\in T$, then $T\setminus\{p\}\neq S$, since adding $p$ back would give $T=S\cup\{p\}$. The annihilator proof is the mirror image.

```lean
/-- `c_p` kills a basis vector with `p` occupied and otherwise adds `p` with the phase. -/
theorem cre_ket (p : Fin n) (S : Finset (Fin n)) :
    cre p (ket S) = if p ∈ S then 0 else sgn p S • ket (insert p S) := by
  funext T
  change (if p ∈ T then sgn p T * ket S (T.erase p) else 0) = _
  by_cases hS : p ∈ S
  · have hne : T.erase p ≠ S := fun h => by
      rw [← h] at hS
      simp at hS
    simp [hS, ket, hne]
  · by_cases hT : T = insert p S
    · have h1 : sgn p (insert p S) = sgn p S := by
        rw [← sgn_erase p (insert p S), erase_insert hS]
      subst hT
      simp [hS, ket, h1, erase_insert hS]
    · by_cases hp : p ∈ T
      · have hne : T.erase p ≠ S := fun h => hT (by rw [← h, insert_erase hp])
        simp [hS, ket, hT, hne]
      · simp [hS, ket, hT, hp]

/-- `a_p` removes an occupied `p` with the phase and kills a basis vector with `p` empty. -/
theorem ann_ket (p : Fin n) (S : Finset (Fin n)) :
    ann p (ket S) = if p ∈ S then sgn p S • ket (S.erase p) else 0 := by
  funext T
  change (if p ∈ T then 0 else sgn p T * ket S (insert p T)) = _
  by_cases hS : p ∈ S
  · by_cases hT : T = S.erase p
    · subst hT
      simp [hS, ket, sgn_erase, insert_erase hS]
    · by_cases hp : p ∈ T
      · simp [hS, ket, hT, hp]
      · have hne : insert p T ≠ S := fun h => hT (by rw [← h, erase_insert hp])
        simp [hS, ket, hT, hne]
  · have hne : insert p T ≠ S := fun h => hS (by rw [← h]; exact mem_insert_self _ _)
    simp [hS, ket, hne]
```

Q: How is $a_p=c_p^\dagger$ expressed?

A: As the identity $\langle c_p\varphi,\psi\rangle=\langle\varphi,a_p\psi\rangle$ for all $\varphi,\psi$. By hand, the phase being real,
$$\langle c_p\varphi,\psi\rangle=\sum_{T\ni p}s(p,T)\,\overline{\varphi(T\setminus\{p\})}\,\psi(T),\qquad \langle\varphi,a_p\psi\rangle=\sum_{U\not\ni p}\overline{\varphi(U)}\,s(p,U)\,\psi(U\cup\{p\}).$$
The substitution $U=T\setminus\{p\}$ maps the first sum onto the second, with $s(p,U)=s(p,T)$. Lean sums over all subsets, so it uses the map that toggles the occupation of $p$; `inv` shows that this map is its own inverse, and `Fintype.sum_equiv` reduces the claim to matching terms. For $p\in T$ the match is the substitution above, with `hs` for the reality of the phase. For $p\notin T$ both terms are zero.

```lean
/-- `a_p` is the adjoint of `c_p`: `⟨c_p φ, ψ⟩ = ⟨φ, a_p ψ⟩`. -/
theorem cre_adjoint (p : Fin n) (φ ψ : Fock n) : ip (cre p φ) ψ = ip φ (ann p ψ) := by
  -- reindex the sum by toggling the occupation of `p`
  have inv : Function.Involutive
      (fun T : Finset (Fin n) => if p ∈ T then T.erase p else insert p T) := by
    intro T
    by_cases h : p ∈ T
    · simp [h, insert_erase h]
    · simp [h, erase_insert h]
  have hs : ∀ T, star (sgn p T) = sgn p T := fun T => by simp [sgn]
  refine Fintype.sum_equiv inv.toPerm _ _ fun T => ?_
  change star (if p ∈ T then sgn p T * φ (T.erase p) else 0) * ψ T =
    star (φ (if p ∈ T then T.erase p else insert p T)) *
      ann p ψ (if p ∈ T then T.erase p else insert p T)
  by_cases h : p ∈ T
  · have h1 : ann p ψ (T.erase p) = sgn p T * ψ T := by
      change (if p ∈ T.erase p then 0
        else sgn p (T.erase p) * ψ (insert p (T.erase p))) = _
      rw [if_neg (by simp), sgn_erase, insert_erase h]
    simp only [if_pos h]
    rw [h1, star_mul', hs]
    ring
  · have h1 : ann p ψ (insert p T) = 0 := if_pos (mem_insert_self p T)
    simp only [if_neg h]
    rw [h1, star_zero, zero_mul, mul_zero]
```

For strings, move the creators across one at a time from the left: $\langle c_pC\varphi,\psi\rangle=\langle C\varphi,a_p\psi\rangle=\langle\varphi,Aa_p\psi\rangle$, where $C$ and $A$ are the strings of the remaining list. The hypothesis is used at $a_p\psi$ and not at $\psi$, which is the reason for `generalizing ψ`.

```lean
/-- A string of creators is adjoint to the reversed string of annihilators. -/
theorem creString_adjoint (l : List (Fin n)) (φ ψ : Fock n) :
    ip (creString l φ) ψ = ip φ (annString l ψ) := by
  induction l generalizing ψ with
  | nil => simp [creString, annString]
  | cons p l ih =>
    have h1 : creString (p :: l) = cre p * creString l := by simp [creString]
    have h2 : annString (p :: l) = annString l * ann p := by simp [annString]
    rw [h1, h2, Module.End.mul_apply, Module.End.mul_apply, cre_adjoint, ih]
```

Q: Does the reversal in `annString` matter? Forgetting it seems harmless.

A: It is an easy mistake, and it can change the sign. For the list $[0,1]$ the reversed product gives $a_1a_0|\{0,1\}\rangle=a_1|\{1\}\rangle=+|\emptyset\rangle$, as adjointness to $c_0c_1$ requires. The unreversed product gives $a_0a_1|\{0,1\}\rangle=-a_0|\{0\}\rangle=-|\emptyset\rangle$.

Q: Now the general string on the vacuum.

A: `creString_vac` says that for injective $g$, with $G$ the set of its values (`univ.image g`),
$$c_{g(0)}\cdots c_{g(k-1)}|\emptyset\rangle=\epsilon(g)\,|G\rangle .$$
For $k=0$ the string is the identity, $\epsilon=1$ and $G=\emptyset$. For $k+1$ positions, let $g'(i)=g(i+1)$ be the tail, with value set $G'$. Then
$$c_{g(0)}\,\epsilon(g')|G'\rangle=\epsilon(g')\,s(g(0),G')\,|G'\cup\{g(0)\}\rangle ,$$
because $g(0)\notin G'$. The phase $s(g(0),G')$ collects $-1$ for each later position whose orbital lies below $g(0)$, and these are exactly the inversions involving position 0. Multiplying by $\epsilon(g')$, which holds the other pairs, gives $\epsilon(g)$. In the proof `hs` splits off the leftmost creator, `hnot` and `himg` are the two set statements, `hsgn` identifies the phase, and `hinv` factorises $\epsilon(g)$. In `hsgn` distinctness is used twice: to turn the product over $G'$ into one over positions, and to read "not above" as "below".

```lean
/-- For distinct orbitals, `c_{g 0} ⋯ c_{g (k-1)}` on the vacuum gives their occupation basis
vector times a factor `-1` for each pair out of increasing order. -/
theorem creString_vac {k : ℕ} (g : Fin k → Fin n) (hg : Function.Injective g) :
    creString (List.ofFn g) vac = invSign g • ket (univ.image g) := by
  induction k with
  | zero => simp [creString, invSign, vac]
  | succ k ih =>
    have hinj : Function.Injective fun i : Fin k => g i.succ :=
      fun a b h => Fin.succ_injective _ (hg h)
    have hne : ∀ j : Fin k, g j.succ ≠ g 0 := fun j h => Fin.succ_ne_zero j (hg h)
    have hs : creString (List.ofFn g) =
        cre (g 0) * creString (List.ofFn fun i : Fin k => g i.succ) := by
      simp only [creString, List.ofFn_succ, List.map_cons, List.prod_cons]
    have hnot : g 0 ∉ univ.image fun i : Fin k => g i.succ := by
      intro h
      obtain ⟨j, _, hj⟩ := mem_image.mp h
      exact hne j hj
    have himg : univ.image g = insert (g 0) (univ.image fun i : Fin k => g i.succ) := by
      ext x
      simp only [mem_image, mem_univ, true_and, mem_insert, Fin.exists_fin_succ]
      exact or_congr eq_comm Iff.rfl
    -- the phase of the leftmost creator counts the inversions involving position 0
    have hsgn : sgn (g 0) (univ.image fun i : Fin k => g i.succ) =
        ∏ j : Fin k, if g 0 < g j.succ then (1 : ℂ) else -1 := by
      rw [sgn_eq_prod, Finset.prod_image hinj.injOn]
      refine prod_congr rfl fun j _ => ?_
      rcases lt_or_gt_of_ne (hne j) with h | h
      · rw [if_pos h, if_neg (not_lt.mpr h.le)]
      · rw [if_neg (not_lt.mpr h.le), if_pos h]
    have hinv : invSign g = invSign (fun i : Fin k => g i.succ) *
        ∏ j : Fin k, if g 0 < g j.succ then (1 : ℂ) else -1 := by
      unfold invSign
      rw [Fin.prod_univ_succ, Fin.prod_Ioi_zero, mul_comm]
      simp only [Fin.prod_Ioi_succ]
    rw [hs, Module.End.mul_apply, ih _ hinj, map_smul, cre_ket, if_neg hnot, smul_smul,
      hsgn, himg, hinv]
```

Q: What if an orbital is repeated?

A: The formula then fails. With $n=1$, $k=2$ and $g(0)=g(1)=0$, the left side is $c_0c_0|\emptyset\rangle=0$, while the right side is $-|\{0\}\rangle$. The correct statement is `creString_vac_of_repeat`: a non-injective $g$ gives zero. In its induction either the tail already has a repeat and vanishes, or the tail is injective; then `hmem` shows $g(0)\in G'$, and `cre_ket` gives zero. When $k>n$ every $g$ is of this kind.

```lean
/-- A string of creators in which some orbital is repeated annihilates
the vacuum. -/
theorem creString_vac_of_repeat {k : ℕ} (g : Fin k → Fin n) (hg : ¬ Function.Injective g) :
    creString (List.ofFn g) vac = 0 := by
  induction k with
  | zero => exact absurd (fun a => a.elim0) hg
  | succ k ih =>
    have hs : creString (List.ofFn g) =
        cre (g 0) * creString (List.ofFn fun i : Fin k => g i.succ) := by
      simp only [creString, List.ofFn_succ, List.map_cons, List.prod_cons]
    rw [hs, Module.End.mul_apply]
    by_cases hinj : Function.Injective fun i : Fin k => g i.succ
    · -- the repeated orbital is the leftmost one
      have hmem : g 0 ∈ univ.image fun i : Fin k => g i.succ := by
        by_contra hc
        have hne : ∀ j : Fin k, g j.succ ≠ g 0 :=
          fun j h => hc (mem_image.mpr ⟨j, mem_univ _, h⟩)
        apply hg
        intro a b h
        rcases Fin.eq_zero_or_eq_succ a with rfl | ⟨a, rfl⟩ <;>
          rcases Fin.eq_zero_or_eq_succ b with rfl | ⟨b, rfl⟩
        · rfl
        · exact absurd h.symm (hne b)
        · exact absurd h (hne a)
        · exact congrArg Fin.succ (hinj h)
      rw [creString_vac _ hinj, map_smul, cre_ket, if_pos hmem, smul_zero]
    · rw [ih _ hinj, map_zero]
```

Q: An inversion product of your own making is not yet the sign of a permutation.

A: The main theorem uses Mathlib's `Equiv.Perm.sign`, with values $\pm1$ cast from integer units into $\mathbb{C}$. Let $f(0)<\dots<f(k-1)$ be the chosen orbitals (`StrictMono f`), $F$ their set and $\sigma$ any permutation of the $k$ positions. The statement is
$$c_{f(\sigma(0))}\cdots c_{f(\sigma(k-1))}|\emptyset\rangle=\operatorname{sign}(\sigma)\,|F\rangle .$$
Apply the previous theorem to $g=f\circ\sigma$, which is injective (`hinj`) and has value set $F$ (`himg`). Since $f$ is increasing, $f(\sigma(i))<f(\sigma(j))$ holds exactly when $\sigma(i)<\sigma(j)$, so $\epsilon(f\circ\sigma)$ counts the inversions of $\sigma$. `Equiv.Perm.sign_eq_prod_prod_Ioi` writes the sign as that same product over pairs, and `hsign` compares factor by factor. For example, $c_1c_2c_0|\emptyset\rangle$ picks up $-1$ from $c_2$ and $-1$ from $c_1$, and the cyclic permutation of three positions is even.

```lean
/-- For orbitals `f 0 < ⋯ < f (k-1)`, the string `c_{f (σ 0)} ⋯ c_{f (σ (k-1))}` on the vacuum
gives the sign of `σ` times their occupation basis vector. -/
theorem creString_perm_vac {k : ℕ} (f : Fin k → Fin n) (hf : StrictMono f)
    (σ : Equiv.Perm (Fin k)) :
    creString (List.ofFn fun i => f (σ i)) vac =
      (((Equiv.Perm.sign σ : ℤˣ) : ℤ) : ℂ) • ket (univ.image f) := by
  have himg : (univ.image fun i => f (σ i)) = univ.image f := by
    ext x
    simp only [mem_image, mem_univ, true_and]
    exact ⟨fun ⟨i, h⟩ => ⟨σ i, h⟩, fun ⟨i, h⟩ => ⟨σ.symm i, by simpa using h⟩⟩
  -- inversions of `f ∘ σ` are the inversions of `σ`
  have hsign : invSign (fun i => f (σ i)) = (((Equiv.Perm.sign σ : ℤˣ) : ℤ) : ℂ) := by
    rw [Equiv.Perm.sign_eq_prod_prod_Ioi]
    simp only [invSign, Units.coe_prod, Int.cast_prod]
    refine prod_congr rfl fun i _ => prod_congr rfl fun j _ => ?_
    by_cases h : σ i < σ j <;> simp [h, hf.lt_iff_lt]
  have hinj : Function.Injective fun i => f (σ i) :=
    fun a b h => σ.injective (hf.injective h)
  rw [creString_vac _ hinj, himg, hsign]
```

Q: Why increasing? Distinct orbitals should be enough.

A: They are enough for a nonzero result, but the sign needs a reference order. Take $n=k=2$, $f(0)=1$, $f(1)=0$ and $\sigma$ the identity. The sign is $+1$, yet $c_1c_0|\emptyset\rangle=-|\{0,1\}\rangle$. The hypothesis reflects the convention fixed by `sgn`: $|F\rangle$ is what the string of creators written left to right in increasing order produces from the vacuum, which is the case of the identity permutation.

Q: And the annihilators?

A: For any $\psi$, which need not be normalised or have a fixed particle number,
$$\langle\emptyset|\,a_{f(\sigma(k-1))}\cdots a_{f(\sigma(0))}\psi\rangle=\langle c_{f(\sigma(0))}\cdots c_{f(\sigma(k-1))}\emptyset\,|\,\psi\rangle=\operatorname{sign}(\sigma)\,\psi(F).$$
Lean states the left side as the amplitude on $\emptyset$. `hk` evaluates $\langle c\,|S\rangle,\chi\rangle=\bar c\,\chi(S)$ for a complex number $c$ and a state $\chi$, `h0` is its vacuum case, and the last rewrite applies string adjointness, the main theorem, and the reality of an integer.

```lean
/-- For `f 0 < ⋯ < f (k-1)`, the vacuum component of `a_{f σ (k-1)} ⋯ a_{f σ 0} ψ` is the sign
of `σ` times the amplitude of `ψ` on those orbitals. -/
theorem annString_perm_amplitude {k : ℕ} (f : Fin k → Fin n) (hf : StrictMono f)
    (σ : Equiv.Perm (Fin k)) (ψ : Fock n) :
    annString (List.ofFn fun i => f (σ i)) ψ ∅ =
      (((Equiv.Perm.sign σ : ℤˣ) : ℤ) : ℂ) * ψ (univ.image f) := by
  have hk : ∀ (c : ℂ) (S : Finset (Fin n)) (χ : Fock n),
      ip (c • ket S) χ = star c * χ S := by
    intro c S χ
    unfold ip
    rw [Finset.sum_eq_single S]
    · simp [ket]
    · intro b _ hb
      simp [ket, hb]
    · simp
  have h0 : ∀ χ : Fock n, ip vac χ = χ ∅ := fun χ => by simpa [vac] using hk 1 ∅ χ
  rw [← h0 (annString (List.ofFn fun i => f (σ i)) ψ), ← creString_adjoint,
    creString_perm_vac f hf, hk, star_intCast]

end

end FermionStrings
```

```lean
#print axioms FermionStrings.ann_ket
#print axioms FermionStrings.creString_adjoint
#print axioms FermionStrings.creString_vac_of_repeat
#print axioms FermionStrings.annString_perm_amplitude
```

```
'FermionStrings.ann_ket' depends on axioms: [propext, Classical.choice, Quot.sound]
'FermionStrings.creString_adjoint' depends on axioms: [propext, Classical.choice, Quot.sound]
'FermionStrings.creString_vac_of_repeat' depends on axioms: [propext, Classical.choice, Quot.sound]
'FermionStrings.annString_perm_amplitude' depends on axioms: [propext, Classical.choice, Quot.sound]
```

Q: You never used the anticommutation relations. Are these operators fermionic in the full sense?

A: The operator identities $\{a_p,c_q\}=\delta_{pq}$ and $\{c_p,c_q\}=\{a_p,a_q\}=0$, and the conjugated form $\langle a_p\varphi,\psi\rangle=\langle\varphi,c_p\psi\rangle$, all hold for these operators, but they are not among the theorems above. Antisymmetry and exclusion are established for strings of creators acting on the vacuum, and the dual statement concerns the vacuum component only. The setting is a finite, ordered, orthonormal set of orbitals; spin enters only if the labels are read as spin-orbitals, and there is no Hamiltonian and no time. Within such a finite basis, the result fixes the sign relating a Slater determinant created in any order to its occupation vector, and it shows that the amplitudes $\langle\emptyset|a\cdots a\,\psi\rangle$ are antisymmetric in distinct orbital labels.
